# A product of n rounding factors (1 + d)^(±1) with |d| ≤ u and nu < 1 differs from 1 by at most nu/(1 − nu)

I would like to treat each rounding error as a real number $d_i$ about which I know only that $|d_i|\le u$, with no bit patterns and no particular rounding mode. The number $u$ is the unit roundoff, an upper bound on the relative error of a single operation. When I multiply and divide many numbers in floating point, without overflow or underflow, each operation contributes a factor $1+d_i$, in the numerator or in the denominator. For $n$ such factors with $nu<1$, the usual claim is

$$\prod_i (1+d_i)^{r_i}=1+\theta,\qquad |\theta|\le\frac{nu}{1-nu},\qquad r_i\in\{1,-1\}.$$

To first order in $u$ this is clear, because the errors add up to at most $nu$. I would like to see the full inequality derived without discarding higher orders, and checked by machine in Lean 4 with Mathlib. Is the denominator really needed? And does the bound carry over to an actual chain of rounded multiplications and divisions?

## From one factor to the whole product

The inequality holds as you state it, $nu$ alone is not enough when only $|d_i|\le u$ is known, and the bound does carry over to a chain. Write $P$ for the product and $\gamma_n=nu/(1-nu)$ for the bound. Take $n\ge1$ first. Then $u\ge|d_i|\ge0$, and $nu<1$ gives $u<1$.

**One factor.** If $r_i=1$, the factor is $1+d_i$, which lies between $1-u$ and $1+u$. Since $(1+u)(1-u)=1-u^2\le1$, we have $1+u\le1/(1-u)$. If $r_i=-1$, the factor is $1/(1+d_i)$, which lies between $1/(1+u)$ and $1/(1-u)$, and the same inequality gives $1/(1+u)\ge1-u$. In both cases

$$1-u\le(1+d_i)^{r_i}\le\frac1{1-u}.$$

**All factors.** These bounds are positive, so they can be multiplied. With $p=(1-u)^n$ this gives $p\le P\le1/p$. Upwards, $P$ deviates from 1 by at most $1/p-1$. Downwards, it deviates by at most $1-p$, which is no larger, because $p+1/p\ge2$. Therefore

$$|P-1|\le(1-u)^{-n}-1.$$

**Bernoulli's inequality.** It states that $(1-u)^n\ge1-nu$. The right-hand side is positive by assumption, so taking reciprocals gives

$$|P-1|\le\frac1{1-nu}-1=\frac{nu}{1-nu}=\gamma_n.$$

Setting $\theta=P-1$ completes the argument for $n\ge1$. For $n=0$ the product is empty, so $P=1$, $\theta=0$ and $\gamma_0=0$.

**Why $nu$ alone is too small.** Let $n\ge1$ and $0<u<1$, and take $d_i=-u$, $r_i=-1$ throughout. Then $P=(1-u)^{-n}$, so the intermediate estimate is attained. Put $t=1/(1-u)-1$, which is larger than $u$. Bernoulli's inequality gives $P=(1+t)^n\ge1+nt>1+nu$. For a single factor, $n=1$, the deviation is $1/(1-u)-1=u/(1-u)=\gamma_1$, so there the final bound is attained as well.

**Combining two error bounds.** Let $u\ge0$, $(j+k)u<1$, $|\theta|\le\gamma_j$ and $|\varphi|\le\gamma_k$. Then

$$|(1+\theta)(1+\varphi)-1|\le\gamma_j+\gamma_k+\gamma_j\gamma_k=\frac1{(1-ju)(1-ku)}-1\le\gamma_{j+k}.$$

The last step uses $(1-ju)(1-ku)=1-(j+k)u+jku^2\ge1-(j+k)u$.

**A chain of operations.** Start from $y_0=y$ and let $y_{k+1}=y_k\,x_k\,(1+d_k)^{r_k}$ for $k=0,\dots,n-1$. Collecting factors gives $y_n=E\,P$, where $E=y\prod_{k<n}x_k$ is the exact result. Hence $y_n-E=\theta E$ and $|y_n-E|\le\gamma_n|E|$.

The complete Lean file follows.

```lean
import Mathlib

open Finset

namespace RoundingAccumulation

noncomputable section

/-- The accumulated rounding constant `n u / (1 - n u)` for `n` operations with unit
roundoff `u`. -/
def gamma (n : ℕ) (u : ℝ) : ℝ := n * u / (1 - n * u)

/-- A chain of rounded multiplications started at `y`: stage `k` multiplies by the exact
factor `x k` and by the rounding factor `(1 + d k) ^ r k`. -/
def roundedChain (y : ℝ) (x d : ℕ → ℝ) (r : ℕ → ℤ) : ℕ → ℝ
  | 0 => y
  | k + 1 => roundedChain y x d r k * x k * (1 + d k) ^ r k

/-- For `n u < 1`, one plus the accumulated rounding constant equals `1 / (1 - n u)`. -/
theorem one_add_gamma {n : ℕ} {u : ℝ} (h : n * u < 1) :
    1 + gamma n u = (1 - n * u)⁻¹ := by
  have hne : (1 - n * u : ℝ) ≠ 0 := by linarith
  have hw := mul_inv_cancel₀ hne
  rw [gamma, div_eq_mul_inv]
  linear_combination -hw

/-- For `|d| ≤ u < 1`, a single rounding factor, in the numerator or in the denominator, lies
between `1 - u` and `1 / (1 - u)`. -/
theorem factor_bounds {d u : ℝ} {r : ℤ} (hd : |d| ≤ u) (hu : u < 1)
    (hr : r = 1 ∨ r = -1) :
    1 - u ≤ (1 + d) ^ r ∧ (1 + d) ^ r ≤ (1 - u)⁻¹ := by
  obtain ⟨hlo, hhi⟩ := abs_le.mp hd
  have hp : 0 < 1 - u := by linarith
  have hq : 0 < 1 + d := by linarith
  have hinv : 1 + u ≤ (1 - u)⁻¹ := by
    rw [← one_div, le_div_iff₀ hp]
    nlinarith [sq_nonneg u]
  rcases hr with rfl | rfl
  · rw [zpow_one]
    exact ⟨by linarith, by linarith⟩
  · rw [zpow_neg_one]
    refine ⟨?_, inv_anti₀ hp (by linarith)⟩
    rw [← one_div, le_div_iff₀ hq]
    nlinarith [mul_le_mul_of_nonneg_left hhi hp.le, sq_nonneg u]

/-- The product of `n` rounding factors differs from one by at most
`(1 - u)⁻ⁿ - 1`, whenever `u < 1`. -/
theorem abs_prod_sub_one_le {ι : Type*} (s : Finset ι) {d : ι → ℝ} {r : ι → ℤ} {u : ℝ}
    (hd : ∀ i ∈ s, |d i| ≤ u) (hr : ∀ i ∈ s, r i = 1 ∨ r i = -1) (hu : u < 1) :
    |(∏ i ∈ s, (1 + d i) ^ r i) - 1| ≤ ((1 - u)⁻¹) ^ s.card - 1 := by
  have hp : 0 < 1 - u := by linarith
  have hb := fun i hi => factor_bounds (hd i hi) hu (hr i hi)
  -- multiply the bounds for the single factors
  have hlow : (1 - u) ^ s.card ≤ ∏ i ∈ s, (1 + d i) ^ r i := by
    rw [← Finset.prod_const]
    exact Finset.prod_le_prod (fun i _ => hp.le) (fun i hi => (hb i hi).1)
  have hupp : ∏ i ∈ s, (1 + d i) ^ r i ≤ ((1 - u)⁻¹) ^ s.card := by
    rw [← Finset.prod_const]
    exact Finset.prod_le_prod (fun i hi => hp.le.trans (hb i hi).1)
      (fun i hi => (hb i hi).2)
  -- the upward deviation dominates, since p + 1/p ≥ 2
  have hpp : 0 < (1 - u) ^ s.card := pow_pos hp _
  have htwo : 2 - (1 - u) ^ s.card ≤ ((1 - u)⁻¹) ^ s.card := by
    rw [inv_pow, ← one_div, le_div_iff₀ hpp]
    nlinarith [sq_nonneg ((1 - u) ^ s.card - 1)]
  exact abs_le.mpr ⟨by linarith, by linarith⟩

/-- Rounding accumulation lemma: a product of `n` factors `(1 + d i) ^ (±1)` with
`|d i| ≤ u` and `n u < 1` equals `1 + θ` with `|θ| ≤ n u / (1 - n u)`. -/
theorem rounding_accumulation {ι : Type*} (s : Finset ι) {d : ι → ℝ} {r : ι → ℤ} {u : ℝ}
    (hd : ∀ i ∈ s, |d i| ≤ u) (hr : ∀ i ∈ s, r i = 1 ∨ r i = -1)
    (hn : s.card * u < 1) :
    ∃ θ : ℝ, |θ| ≤ gamma s.card u ∧ ∏ i ∈ s, (1 + d i) ^ r i = 1 + θ := by
  refine ⟨(∏ i ∈ s, (1 + d i) ^ r i) - 1, ?_, by ring⟩
  rcases s.eq_empty_or_nonempty with rfl | hs
  · simp [gamma]
  · obtain ⟨i, hi⟩ := hs
    have hu0 : 0 ≤ u := (abs_nonneg _).trans (hd i hi)
    have hc : (1 : ℝ) ≤ s.card := by
      exact_mod_cast Finset.card_pos.mpr ⟨i, hi⟩
    have hu : u < 1 := by nlinarith
    -- Bernoulli's inequality
    have hB : 1 - s.card * u ≤ (1 - u) ^ s.card := by
      have h := one_add_mul_le_pow (show (-2 : ℝ) ≤ -u by linarith) s.card
      rw [← sub_eq_add_neg] at h
      linarith
    have hI : ((1 - u)⁻¹) ^ s.card ≤ (1 - s.card * u)⁻¹ := by
      rw [inv_pow]
      exact inv_anti₀ (by linarith) hB
    have hg := one_add_gamma hn
    have hmain := abs_prod_sub_one_le s hd hr hu
    linarith

/-- If `0 < u < 1`, all `n ≥ 1` errors equal `-u` and all factors stand in the denominator, the
product is `(1 - u)⁻ⁿ`, and its deviation from one is strictly larger than `n u`. -/
theorem worst_case {n : ℕ} {u : ℝ} (hn : 0 < n) (hu0 : 0 < u) (hu : u < 1) :
    ∏ _i ∈ range n, (1 + -u) ^ (-1 : ℤ) = ((1 - u)⁻¹) ^ n ∧
      n * u < (∏ _i ∈ range n, (1 + -u) ^ (-1 : ℤ)) - 1 := by
  have e : ∏ _i ∈ range n, (1 + -u) ^ (-1 : ℤ) = ((1 - u)⁻¹) ^ n := by
    rw [Finset.prod_const, Finset.card_range, zpow_neg_one, ← sub_eq_add_neg]
  refine ⟨e, ?_⟩
  rw [e]
  have hp : 0 < 1 - u := by linarith
  have hw : 1 + u < (1 - u)⁻¹ := by
    rw [← one_div, lt_div_iff₀ hp]
    nlinarith [mul_pos hu0 hu0]
  -- Bernoulli's inequality for the enlarged factor 1/(1 - u)
  have hB := one_add_mul_le_pow (show (-2 : ℝ) ≤ (1 - u)⁻¹ - 1 by linarith) n
  rw [show 1 + ((1 - u)⁻¹ - 1) = (1 - u)⁻¹ by ring] at hB
  have hn' : (0 : ℝ) < n := by exact_mod_cast hn
  have hlt : n * u < n * ((1 - u)⁻¹ - 1) :=
    mul_lt_mul_of_pos_left (by linarith) hn'
  linarith

/-- For `u ≥ 0` and `(j + k) u < 1`, relative errors bounded by the constants for `j` and `k`
operations combine to a relative error bounded by the constant for `j + k` operations. -/
theorem gamma_compose {j k : ℕ} {u θ φ : ℝ} (hu : 0 ≤ u)
    (hjk : ((j + k : ℕ) : ℝ) * u < 1) (hθ : |θ| ≤ gamma j u) (hφ : |φ| ≤ gamma k u) :
    |(1 + θ) * (1 + φ) - 1| ≤ gamma (j + k) u := by
  have hj0 : 0 ≤ (j : ℝ) * u := by positivity
  have hk0 : 0 ≤ (k : ℝ) * u := by positivity
  have hsum : ((j + k : ℕ) : ℝ) * u = j * u + k * u := by push_cast; ring
  have hgj := one_add_gamma (n := j) (u := u) (by linarith)
  have hgk := one_add_gamma (n := k) (u := u) (by linarith)
  have hg := one_add_gamma hjk
  have hprod : |θ * φ| ≤ gamma j u * gamma k u := by
    rw [abs_mul]
    exact mul_le_mul hθ hφ (abs_nonneg _) ((abs_nonneg _).trans hθ)
  -- (1 - j u)(1 - k u) ≥ 1 - (j + k) u
  have hle : (1 + gamma j u) * (1 + gamma k u) ≤ 1 + gamma (j + k) u := by
    rw [hgj, hgk, hg, ← mul_inv]
    refine inv_anti₀ (by linarith) ?_
    rw [hsum]
    nlinarith [mul_nonneg hj0 hk0]
  obtain ⟨h1, h2⟩ := abs_le.mp hθ
  obtain ⟨h3, h4⟩ := abs_le.mp hφ
  obtain ⟨h5, h6⟩ := abs_le.mp hprod
  exact abs_le.mpr ⟨by nlinarith, by nlinarith⟩

/-- The result of a rounded chain is the exact product times the product of all rounding
factors. -/
theorem roundedChain_eq (y : ℝ) (x d : ℕ → ℝ) (r : ℕ → ℤ) (n : ℕ) :
    roundedChain y x d r n =
      (y * ∏ k ∈ range n, x k) * ∏ k ∈ range n, (1 + d k) ^ r k := by
  induction n with
  | zero => simp [roundedChain]
  | succ n ih =>
    rw [roundedChain, ih, Finset.prod_range_succ, Finset.prod_range_succ]
    ring

/-- After `n` rounded multiplications with `n u < 1`, the error is at most
`n u / (1 - n u)` times the magnitude of the exact product. -/
theorem roundedChain_error (y : ℝ) (x : ℕ → ℝ) {d : ℕ → ℝ} {r : ℕ → ℤ} {n : ℕ} {u : ℝ}
    (hd : ∀ k < n, |d k| ≤ u) (hr : ∀ k < n, r k = 1 ∨ r k = -1) (hn : n * u < 1) :
    |roundedChain y x d r n - y * ∏ k ∈ range n, x k| ≤
      gamma n u * |y * ∏ k ∈ range n, x k| := by
  obtain ⟨θ, hθ, hprod⟩ := rounding_accumulation (range n) (d := d) (r := r) (u := u)
    (fun k hk => hd k (Finset.mem_range.mp hk))
    (fun k hk => hr k (Finset.mem_range.mp hk)) (by rwa [Finset.card_range])
  rw [Finset.card_range] at hθ
  rw [roundedChain_eq, hprod]
  -- the error is θ times the exact product
  rw [show (y * ∏ k ∈ range n, x k) * (1 + θ) - y * ∏ k ∈ range n, x k
    = θ * (y * ∏ k ∈ range n, x k) by ring, abs_mul]
  exact mul_le_mul_of_nonneg_right hθ (abs_nonneg _)

end

end RoundingAccumulation
```

```lean
#print axioms RoundingAccumulation.worst_case
#print axioms RoundingAccumulation.gamma_compose
#print axioms RoundingAccumulation.roundedChain_error
```

```
'RoundingAccumulation.worst_case' depends on axioms: [propext, Classical.choice, Quot.sound]
'RoundingAccumulation.gamma_compose' depends on axioms: [propext, Classical.choice, Quot.sound]
'RoundingAccumulation.roundedChain_error' depends on axioms: [propext, Classical.choice, Quot.sound]
```

## What the Lean theorems say about rounding

The main theorem is `rounding_accumulation`. The errors are indexed by a finite set `s` in an arbitrary type `ι`, and `s.card` is the number $n$. The functions `d : ι → ℝ` and `r : ι → ℤ` give the errors and the exponents. The hypothesis `hd` bounds each error on `s` by `u`, `hr` says that each exponent is $1$ or $-1$, and `hn` is the condition $nu<1$. The conclusion provides a real `θ` with `|θ| ≤ gamma s.card u` for which the product equals `1 + θ`. Such a `θ` can only be $P-1$, so the content lies in the bound.

The sign of `u` is not assumed: as soon as there is one error, `hd` forces $u\ge0$. Nothing is said about statistics either. The errors may be correlated, or may depend on the numbers being multiplied, and the bound covers the worst case.

The inequality $|d_i|\le u$ is postulated, not derived from a number format. Physically it says that an operation returns its exact result up to a relative error $u$. For binary double precision with rounding to nearest, $u=2^{-53}$, and the postulate holds for multiplication and division as long as no result overflows or underflows. An exponent $-1$ describes a rounding error that ends up in a denominator, either because a computed quantity is divided by or because the error is measured relative to the rounded result.

`roundedChain y x d r n` is the value $y_n$ of the chain, with stages numbered from $0$ to $n-1$. A division by $a\neq0$ is a stage with `x k` equal to the exact real number $1/a$. If a program first rounds the reciprocal and then multiplies, it makes two rounding errors, and both must be counted. If $nu<1$, and $|d_k|\le u$ and $r_k=\pm1$ for all $k<n$, the theorem `roundedChain_error` bounds the absolute error by $\gamma_n|E|$. This is a relative error bound written without a division, so it also makes sense for $E=0$, where it says that the computed value is zero.

In simulation practice this limits the roundoff in, for example, a statistical weight accumulated as a product of $n$ factors, provided that the factors are taken as exact inputs and no step overflows or underflows. Additions are not part of the chain, so cancellation between terms of opposite sign is not covered.

## How the proof follows the derivation

`one_add_gamma` is the identity $1+\gamma_n=1/(1-nu)$. It lets the later proofs compare reciprocals and avoid handling the fraction $nu/(1-nu)$ directly.

`factor_bounds` treats one factor. The line `rcases hr with rfl | rfl` separates the exponents $1$ and $-1$. The auxiliary inequality `hinv` is $1+u\le1/(1-u)$, which serves the upper bound for exponent $1$. For exponent $-1$, the upper bound comes from `inv_anti₀`, the fact that reciprocals reverse the order of positive numbers. The lower bound is first cleared of its denominator and becomes $(1-u)(1+d)\le1$. `nlinarith` obtains this from $d\le u$, multiplied by $1-u$, together with $u^2\ge0$.

`abs_prod_sub_one_le` multiplies the single bounds with `Finset.prod_le_prod`, which compares products factor by factor when the smaller factors are nonnegative. This gives `hlow` and `hupp`, the two sides of $p\le P\le1/p$. The step `htwo` is $2-p\le1/p$; multiplied by $p$, it reduces to $(p-1)^2\ge0$. The theorem needs only $u<1$, so the estimate $(1-u)^{-n}-1$ remains available when $nu\ge1$ and $\gamma_n$ is of no use.

`rounding_accumulation` chooses $\theta=P-1$ and separates the empty set from the nonempty one. The separation matters because for $n=0$ the condition $nu<1$ says nothing about $u$, so $u<1$ is not available. In the nonempty case, `hB` is Bernoulli's inequality, taken from Mathlib's `one_add_mul_le_pow`, and `hI` is its reciprocal form. The closing `linarith` chains `hmain`, `hI` and `hg`, which are the intermediate estimate, the reciprocal inequality and the identity for $1+\gamma_n$.

`worst_case` evaluates the product with all errors equal to $-u$ and all exponents equal to $-1$, and then applies Bernoulli's inequality to the enlarged factor $1/(1-u)$. Its second statement is the strict inequality $nu<P-1$, which rules out $nu$ as a bound for all errors with $|d_i|\le u$. It does not say that a particular rounding mode produces these errors.

`gamma_compose` proves the combination rule. `hprod` bounds $|\theta\varphi|$ by $\gamma_j\gamma_k$, and `hle` is the comparison of $(1-ju)(1-ku)$ with $1-(j+k)u$, again after taking reciprocals. The final line treats the upper and the lower side of the absolute value separately.

`roundedChain_eq` separates the exact product from the rounding factors by induction on the number of stages. `roundedChain_error` then applies the main theorem to the index set `range n`, rewrites the error as $\theta E$, and multiplies $|\theta|\le\gamma_n$ by $|E|$.

## Operations in different precisions

The same argument works when each operation has its own roundoff $u_i\ge0$, as in a mixed-precision code. Let $S=\sum_i u_i<1$. Each factor then lies between $1-u_i$ and $1/(1-u_i)$, and Bernoulli's inequality is replaced by $\prod_i(1-u_i)\ge1-S$, which follows by induction on the number of factors. The result is $|P-1|\le S/(1-S)$, and equal roundoffs give back $\gamma_n$. This variant is derived here only informally; the file treats a common $u$.
